# For a trial function without zeros on a finite set, density extrapolation by $m^2/v$ is exact, but extrapolation of marginals need not be

Take two configurations, a trial function $\psi=(2,1)$ and a target function $\phi=(1,1)$. Normalizing $\psi^2=(4,1)$ gives the variational density $v=(4/5,1/5)$, and normalizing $\phi\psi=(2,1)$ gives the mixed density $m=(2/3,1/3)$. Then

$$\frac{m^2}{v}=\left(\frac{4/9}{4/5},\frac{1/9}{1/5}\right)=\left(\frac59,\frac59\right),$$

which normalizes to $(1/2,1/2)$. This is the pure density, the normalized $\phi^2$. The linear rule $2m-v$ gives $(8/15,7/15)$ instead.

## The trial function cancels at each configuration

Let $X$ be a finite set of configurations, and let $\psi,\phi$ be real functions on it. Assume that $\psi$ vanishes nowhere and that the overlap $S=\sum_x\phi(x)\psi(x)$ is non-zero. Neither function can then be identically zero, so $N=\sum_x\psi(x)^2$ and $\sum_x\phi(x)^2$ are positive. With $v=\psi^2/N$ and $m=\phi\psi/S$,

$$\frac{m(x)^2}{v(x)}=\frac{N}{S^2}\,\frac{\phi(x)^2\psi(x)^2}{\psi(x)^2}=\frac{N}{S^2}\,\phi(x)^2 .$$

The prefactor is the same for all $x$, so normalization removes it and leaves $\phi^2/\sum_y\phi(y)^2$.

The linear rule differs from the ratio before normalization by a square:

$$\frac{m^2}{v}-(2m-v)=\frac{m^2-2mv+v^2}{v}=\frac{(m-v)^2}{v}.$$

## Summing out a coordinate spoils the cancellation

Now let configurations be pairs $(a,b)$, and sum over $b$ before extrapolating. Write

$$V_a=\sum_b\psi(a,b)^2,\qquad M_a=\sum_b\phi(a,b)\psi(a,b),\qquad P_a=\sum_b\phi(a,b)^2 .$$

Up to constant factors, these are the marginals of the variational, mixed and pure densities. The extrapolated marginal is the normalized $M_a^2/V_a$, and the true one is the normalized $P_a$. They agree exactly when $M_a^2/V_a=kP_a$, that is, when

$$M_a^2=k\,V_aP_a\quad\text{for all }a$$

with a single constant $k$. If $\phi(a,b)=c(a)\psi(a,b)$, then $M_a=c(a)V_a$ and $P_a=c(a)^2V_a$, so the condition holds with $k=1$.

For $\psi=1$ and $\phi=\begin{pmatrix}1&3\\2&2\end{pmatrix}$, the row sums are $V=(2,2)$, $M=(4,4)$ and $P=(10,8)$. The ratio $M_a^2/(V_aP_a)$ is $4/5$ in the first row and $1$ in the second. Extrapolation gives $M_a^2/V_a=(8,8)$, hence weight $1/2$ for the first row, while the true weight is $10/18=5/9$.

## Where the two densities come from in a Monte Carlo run

Variational Monte Carlo samples $\psi^2$, and importance-sampled diffusion Monte Carlo samples $\phi\psi$, where $\phi$ is the projected state. One way to estimate an electron density is to accumulate a histogram of the positions of the electrons of one spin in each run, and to combine the two histograms bin by bin, as $2m-v$ or as $m^2/v$ followed by rescaling. Such a histogram has summed out the positions of the other electrons, so up to a constant factor it is a marginal. In this finite model without statistical noise, and for a trial function without zeros, the ratio is therefore exact for the full configuration density, but for the one-electron density only under the row condition.

## The densities as normalized functions

In Lean 4 with Mathlib:

```lean
import Mathlib

open Finset

namespace DensityExtrapolation

noncomputable section

variable {X A B : Type*} [Fintype X] [Fintype A] [Fintype B]
```

The types `X`, `A` and `B` are finite sets of configurations or coordinates. Wave functions are real-valued, and sums replace integrals.

```lean
/-- A function on configurations divided by its total; the domain is functions with
non-zero total. -/
def normalized (f : X → ℝ) (x : X) : ℝ := f x / ∑ y, f y
```

All three densities are instances of `normalized`.

```lean
/-- The variational density, proportional to `psi ^ 2`, for a trial function `psi` that is
not identically zero. -/
def variationalDensity (psi : X → ℝ) : X → ℝ := normalized fun x => psi x ^ 2

/-- The mixed density, proportional to `phi * psi`, for functions with non-zero overlap. -/
def mixedDensity (psi phi : X → ℝ) : X → ℝ := normalized fun x => phi x * psi x

/-- The pure density, proportional to `phi ^ 2`, for `phi` not identically zero. -/
def pureDensity (phi : X → ℝ) : X → ℝ := normalized fun x => phi x ^ 2
```

Nothing requires `phi` to be an eigenstate of a Hamiltonian; calling it exact is an interpretation. Signs are free too, so the mixed density may take negative values. It is a probability density when $\phi\psi\ge0$, as in a fixed-node calculation.

```lean
/-- The extrapolated density: `m ^ 2 / v`, normalized. The domain is `v` without zeros and
`m` not identically zero, with non-zero total of `m ^ 2 / v`. -/
def extrapolate (v m : X → ℝ) : X → ℝ := normalized fun x => m x ^ 2 / v x

/-- The marginal of a density on pairs, with the second coordinate summed out. -/
def rowMarginal (p : A × B → ℝ) (a : A) : ℝ := ∑ b, p (a, b)
```

In `rowMarginal`, `a` is the retained coordinate and `b` the one summed out.

## Constants drop out

```lean
/-- A non-zero constant factor drops out on normalization. -/
theorem normalized_const_mul (c : ℝ) (hc : c ≠ 0) (f : X → ℝ) :
    normalized (fun x => c * f x) = normalized f := by
  funext x
  simp only [normalized]
  rw [← Finset.mul_sum, mul_div_mul_left _ _ hc]
```

The proof pulls `c` out of the sum and cancels it against the numerator.

```lean
/-- A function with non-zero total agrees with a second function after normalization exactly
when it is a constant multiple of the second. -/
theorem normalized_eq_iff (f g : X → ℝ) (hf : ∑ x, f x ≠ 0) :
    normalized f = normalized g ↔ ∃ k : ℝ, ∀ x, f x = k * g x := by
  constructor
  · intro h
    refine ⟨(∑ y, f y) / ∑ y, g y, fun x => ?_⟩
    have hx : f x / ∑ y, f y = g x / ∑ y, g y := congrFun h x
    rw [div_eq_iff hf] at hx
    exact hx.trans (by ring)
  · rintro ⟨k, hk⟩
    have hk0 : k ≠ 0 := by
      intro h0
      exact hf (Finset.sum_eq_zero fun x _ => by rw [hk x, h0, zero_mul])
    rw [show f = fun x => k * g x from funext hk]
    exact normalized_const_mul k hk0 g
```

From left to right, `k` is the ratio of the two totals. From right to left, `k` cannot be zero, since `f` would then have total zero, and the previous lemma applies.

```lean
/-- Extrapolation does not see the normalization of its two inputs, provided that their
totals are non-zero. -/
theorem extrapolate_normalized (f g : X → ℝ) (hf : ∑ x, f x ≠ 0) (hg : ∑ x, g x ≠ 0) :
    extrapolate (normalized f) (normalized g) = normalized fun x => g x ^ 2 / f x := by
  -- both normalization constants collect into one common factor
  have h : (fun x => normalized g x ^ 2 / normalized f x) =
      fun x => ((∑ y, f y) / (∑ y, g y) ^ 2) * (g x ^ 2 / f x) := by
    funext x
    simp only [normalized]
    rw [div_pow, div_div_div_eq]
    ring
  unfold extrapolate
  rw [h]
  exact normalized_const_mul _ (div_ne_zero hf (pow_ne_zero 2 hg)) _
```

Here the prefactor $N/S^2$ of the derivation appears in general form, as the total of `f` over the squared total of `g`.

## Exactness on full configurations

```lean
/-- Two real functions with non-zero overlap both have non-zero squared norm. -/
theorem sum_sq_ne_zero (psi phi : X → ℝ) (hS : ∑ x, phi x * psi x ≠ 0) :
    ∑ x, psi x ^ 2 ≠ 0 ∧ ∑ x, phi x ^ 2 ≠ 0 := by
  have key : ∀ f : X → ℝ, ∑ x, f x ^ 2 = 0 → ∀ x, f x = 0 := fun f h x =>
    (pow_eq_zero_iff two_ne_zero).1
      ((Finset.sum_eq_zero_iff_of_nonneg fun y _ => sq_nonneg (f y)).1 h x (mem_univ x))
  constructor
  · intro h
    exact hS (Finset.sum_eq_zero fun x _ => by rw [key psi h x, mul_zero])
  · intro h
    exact hS (Finset.sum_eq_zero fun x _ => by rw [key phi h x, zero_mul])
```

A vanishing sum of squares forces every term to vanish, and with it the overlap.

```lean
/-- For a trial function without zeros that overlaps with `phi`, the extrapolation of the
variational and mixed densities is exactly the pure density of `phi`. -/
theorem extrapolate_eq_pureDensity (psi phi : X → ℝ) (hpsi : ∀ x, psi x ≠ 0)
    (hS : ∑ x, phi x * psi x ≠ 0) :
    extrapolate (variationalDensity psi) (mixedDensity psi phi) = pureDensity phi := by
  -- the trial function cancels configuration by configuration
  have e : (fun x => (phi x * psi x) ^ 2 / psi x ^ 2) = fun x => phi x ^ 2 := by
    funext x
    rw [mul_pow, mul_div_cancel_right₀ _ (pow_ne_zero 2 (hpsi x))]
  exact (extrapolate_normalized (fun x => psi x ^ 2) (fun x => phi x * psi x)
    (sum_sq_ne_zero psi phi hS).1 hS).trans (congrArg normalized e)
```

The step `e` is the cancellation of $\psi^2$ at each configuration; `extrapolate_normalized` takes care of the constants. The hypothesis `hpsi` excludes configurations where $\psi=0$ but $\phi\neq0$: both sampled densities vanish there, so the weight of $\phi$ leaves no trace in them. Configurations where both functions vanish can simply be left out of `X`.

```lean
/-- Where the variational density `v` is non-zero, `m ^ 2 / v` exceeds the linear
extrapolation `2 * m - v` by exactly `(m - v) ^ 2 / v`. -/
theorem ratio_eq_linear_add (v m : ℝ) (hv : v ≠ 0) :
    m ^ 2 / v = (2 * m - v) + (m - v) ^ 2 / v := by
  rw [div_eq_iff hv, add_mul, div_mul_cancel₀ _ hv]
  ring
```

In this identity `v` and `m` are numbers, the values of the two densities at one configuration. Clearing the denominator leaves a polynomial identity for `ring`.

## The condition for marginals

```lean
/-- For a trial function without zeros that overlaps with `phi`, extrapolating the marginals is
exact if and only if there is one constant `k` such that, in every row, the squared overlap is `k`
times the product of the squared norms of `psi` and `phi` within that row. -/
theorem marginal_exact_iff (psi phi : A × B → ℝ) (hpsi : ∀ x, psi x ≠ 0)
    (hS : ∑ x, phi x * psi x ≠ 0) :
    extrapolate (rowMarginal (variationalDensity psi)) (rowMarginal (mixedDensity psi phi))
        = rowMarginal (pureDensity phi) ↔
      ∃ k : ℝ, ∀ a, (∑ b, phi (a, b) * psi (a, b)) ^ 2 =
        k * ((∑ b, psi (a, b) ^ 2) * ∑ b, phi (a, b) ^ 2) := by
  have tot : ∀ f : A × B → ℝ, ∑ a, rowMarginal f a = ∑ x, f x :=
    fun f => (Fintype.sum_prod_type f).symm
  -- marginalization commutes with normalization
  have comm : ∀ f : A × B → ℝ, rowMarginal (normalized f) = normalized (rowMarginal f) := by
    intro f
    funext a
    simp only [normalized, tot]
    simp only [rowMarginal, normalized, Finset.sum_div]
  have hN := (sum_sq_ne_zero psi phi hS).1
  rw [← tot] at hN hS
  have hW : ∀ a, 0 < rowMarginal (fun x => psi x ^ 2) a := by
    intro a
    obtain ⟨a', _, ha'⟩ := Finset.exists_ne_zero_of_sum_ne_zero hS
    obtain ⟨b, _, _⟩ := Finset.exists_ne_zero_of_sum_ne_zero ha'
    exact Finset.sum_pos (fun b _ => sq_pos_of_ne_zero (hpsi (a, b))) ⟨b, mem_univ b⟩
  have hT : ∑ a, rowMarginal (fun x => phi x * psi x) a ^ 2 /
      rowMarginal (fun x => psi x ^ 2) a ≠ 0 := by
    intro h
    refine hS (Finset.sum_eq_zero fun a ha => ?_)
    have h0 := (Finset.sum_eq_zero_iff_of_nonneg
      fun a _ => div_nonneg (sq_nonneg _) (hW a).le).1 h a ha
    rw [div_eq_iff (hW a).ne', zero_mul] at h0
    exact (pow_eq_zero_iff two_ne_zero).1 h0
  unfold variationalDensity mixedDensity pureDensity
  rw [comm, comm, comm, extrapolate_normalized _ _ hN hS, normalized_eq_iff _ _ hT]
  refine exists_congr fun k => forall_congr' fun a => ?_
  rw [div_eq_iff (hW a).ne', mul_assoc,
    mul_comm (rowMarginal (fun x => phi x ^ 2) a)]
  exact Iff.rfl
```

The right-hand side is $M_a^2=k\,V_aP_a$ written out. In the proof, `comm` moves each normalization outside the marginal, and `hW` shows $V_a>0$. This is the only use of `hpsi`, so the same argument covers a trial function with zeros, such as one antisymmetric in two electrons, as long as it does not vanish on a whole row. The step `hT` shows that $\sum_aM_a^2/V_a$ is non-zero: otherwise every $M_a$ would vanish, and so would the overlap. After that, `normalized_eq_iff` turns equality of densities into proportionality, and `div_eq_iff` multiplies through by $V_a$.

```lean
/-- If `phi` is a trial function without zeros times a factor of the retained coordinate
only, and the two overlap, then extrapolating the marginals is exact. -/
theorem marginal_exact_of_factor (psi : A × B → ℝ) (c : A → ℝ) (hpsi : ∀ x, psi x ≠ 0)
    (hS : ∑ x, (c x.1 * psi x) * psi x ≠ 0) :
    extrapolate (rowMarginal (variationalDensity psi))
        (rowMarginal (mixedDensity psi fun x => c x.1 * psi x))
      = rowMarginal (pureDensity fun x => c x.1 * psi x) := by
  refine (marginal_exact_iff psi (fun x => c x.1 * psi x) hpsi hS).2 ⟨1, fun a => ?_⟩
  have h1 : ∑ b, c a * psi (a, b) * psi (a, b) = c a * ∑ b, psi (a, b) ^ 2 := by
    rw [Finset.mul_sum]
    exact Finset.sum_congr rfl fun b _ => by ring
  have h2 : ∑ b, (c a * psi (a, b)) ^ 2 = c a ^ 2 * ∑ b, psi (a, b) ^ 2 := by
    rw [Finset.mul_sum]
    exact Finset.sum_congr rfl fun b _ => by ring
  change (∑ b, c a * psi (a, b) * psi (a, b)) ^ 2 =
    1 * ((∑ b, psi (a, b) ^ 2) * ∑ b, (c a * psi (a, b)) ^ 2)
  rw [h1, h2]
  ring
```

The steps `h1` and `h2` are $M_a=c(a)V_a$ and $P_a=c(a)^2V_a$, and the constant supplied is `1`. This form of $\phi$ is sufficient but not necessary: for $\psi=1$ and $\phi=\begin{pmatrix}1&3\\3&1\end{pmatrix}$, both rows give $k=4/5$, and the marginals extrapolate exactly.

```lean
/-- For `psi = 1` and `phi = [[1, 3], [2, 2]]`, extrapolating the marginals gives the first
row the weight 1/2, while its weight in the pure density is 5/9. -/
theorem marginal_counterexample :
    extrapolate (rowMarginal (variationalDensity fun _ : Fin 2 × Fin 2 => 1))
        (rowMarginal (mixedDensity (fun _ => 1)
          fun x : Fin 2 × Fin 2 => !![1, 3; 2, 2] x.1 x.2)) 0 = 1 / 2 ∧
      rowMarginal (pureDensity
        fun x : Fin 2 × Fin 2 => !![1, 3; 2, 2] x.1 x.2) 0 = 5 / 9 := by
  constructor <;>
    norm_num [extrapolate, rowMarginal, variationalDensity, mixedDensity, pureDensity,
      normalized, Fintype.sum_prod_type, Fin.sum_univ_two]

end

end DensityExtrapolation
```

The index `0` denotes the first row. `norm_num` unfolds the definitions and evaluates the sums over the four configurations.

```lean
#print axioms DensityExtrapolation.extrapolate_eq_pureDensity
-- 'DensityExtrapolation.extrapolate_eq_pureDensity' depends on axioms: [propext, Classical.choice, Quot.sound]
#print axioms DensityExtrapolation.ratio_eq_linear_add
-- 'DensityExtrapolation.ratio_eq_linear_add' depends on axioms: [propext, Classical.choice, Quot.sound]
#print axioms DensityExtrapolation.marginal_exact_of_factor
-- 'DensityExtrapolation.marginal_exact_of_factor' depends on axioms: [propext, Classical.choice, Quot.sound]
#print axioms DensityExtrapolation.marginal_counterexample
-- 'DensityExtrapolation.marginal_counterexample' depends on axioms: [propext, Classical.choice, Quot.sound]
```
